# Exponential relaxation of a broadened level's occupation after a sudden energy shift

Take a single level whose energy jumps from 1 to 0 at time t = 0, in units with ħ = 1. The level leaks into a lead, so that its amplitude decays at rate 1, and a lead state at energy 0 drives it with unit strength. The amplitude a(t) on the level then obeys

i a' = −i a + 1, that is, a' = −a − i.

The stationary value is −i. Before the jump, the stationary value was 1/(−1 + i) = (−1 − i)/2, and this is where a starts. Hence

a(t) = −i + ((−1 + i)/2) e^(−t),

|a(t)|² = 1 − e^(−t) + ½ e^(−2t).

The slowest term is the interference between the transient and the stationary amplitude. It decays at the rate of the amplitude, not at twice that rate. The parts below keep ħ = 1 and take the lead in the wide-band limit, where the decay rate doesn't depend on energy. They treat any level shift and any driving energy, and then sum over the filled lead states. The result is an exponentially decaying upper bound on the distance of the occupation from its stationary value; the actual approach can be faster.

## The driven level and its occupation

A level of energy e is coupled to a lead, and the coupling is summarised by a broadening Γ > 0. This constant stands for the rate at which an electron on the level escapes into the lead. It is taken to be independent of energy (the wide-band limit) and is postulated, not derived from a lead Hamiltonian. The retarded Green's function at the real energy w is

g = 1/(w − e + iΓ/2).

```lean
import Mathlib

open Complex MeasureTheory Set

namespace LevelQuench

noncomputable section

/-- Retarded Green's function `1 / (w - e + i Γ/2)` of a level `e` with broadening `Γ > 0`,
at energy `w`. -/
def green (Γ e w : ℝ) : ℂ := 1 / ((w : ℂ) - e + I * Γ / 2)
```

At t = 0 the level moves from e₀ to e₁. Write g₀ and g₁ for the two Green's functions at the same w. With the lead phase e^(−iwt) and the coupling strength divided out, the amplitude satisfies

i a' = (e₁ − w − iΓ/2) a + 1 for t ≥ 0, with a(0) = g₀.

`SolvesQuench` states this as a property of a function `a : ℝ → ℂ`. The derivative is taken within [0, ∞), so it is one-sided at t = 0 and ordinary afterwards; values at negative times are unconstrained.

```lean
/-- The amplitude `a` starts from the stationary value for the level `e₀` and obeys
`i a' = (e₁ - w - i Γ/2) a + 1` at all times `t ≥ 0`; the domain is `Γ > 0`. -/
def SolvesQuench (Γ e₀ e₁ w : ℝ) (a : ℝ → ℂ) : Prop :=
  a 0 = green Γ e₀ w ∧ ∀ t : ℝ, 0 ≤ t → ∃ v : ℂ, HasDerivWithinAt a v (Ici 0) t ∧
    I * v = ((e₁ : ℂ) - w - I * Γ / 2) * a t + 1
```

The next definition names a candidate function of time, which part (d) compares with the solutions.

```lean
/-- The stationary amplitude of the level `e₁` plus a transient damped at the rate `Γ/2`, for
`Γ > 0`. -/
def amplitude (Γ e₀ e₁ w t : ℝ) : ℂ :=
  green Γ e₁ w + (green Γ e₀ w - green Γ e₁ w) * Complex.exp ((I * ((w : ℂ) - e₁) - Γ / 2) * t)
```

The lead is at zero temperature and filled up to μ. The occupation belonging to amplitudes b(w) is Γ/(2π) times the integral of |b(w)|² over w ≤ μ, with no lower band edge.

```lean
/-- Level occupation `Γ/(2π) ∫ |b(w)|² dw` over the energies `w ≤ μ` filled in the lead. -/
def occupation (Γ μ : ℝ) (b : ℝ → ℂ) : ℝ :=
  Γ / (2 * Real.pi) * ∫ w in Iic μ, ‖b w‖ ^ 2
```

The size of the jump is measured against the half-width Γ/2:

x = 2|e₀ − e₁|/Γ.

```lean
/-- Absolute value of the level shift in units of the half-width `Γ/2`, for `Γ > 0`. -/
def shift (Γ e₀ e₁ : ℝ) : ℝ := 2 * |e₀ - e₁| / Γ
```

The model has one non-interacting level, one lead and one sudden jump. Spin, electron repulsion and a structured band are absent.

## (a) The inverse exists at every real energy

Show that, for Γ > 0 and all real e and w,

(w − e + iΓ/2) g = 1.

**Solution.** The imaginary part of w − e + iΓ/2 is Γ/2, which is positive. The number is therefore non-zero, and multiplying it by its reciprocal gives 1. The Lean proof likewise assumes that the number vanishes and takes imaginary parts to reach a contradiction.

```lean
/-- For `Γ > 0` the retarded function inverts `w - e + i Γ/2` at every real energy. -/
theorem green_resolvent {Γ : ℝ} (hΓ : 0 < Γ) (e w : ℝ) :
    ((w : ℂ) - e + I * Γ / 2) * green Γ e w = 1 := by
  have hz : (w : ℂ) - e + I * Γ / 2 ≠ 0 := by
    intro h
    have him := congrArg Complex.im h
    simp at him
    linarith
  exact mul_one_div_cancel hz
```

## (b) The line shape

Show that

|g|² = (2/Γ)² / (1 + (2(w − e)/Γ)²).

**Solution.** The squared modulus of the denominator is

(w − e)² + (Γ/2)² = (Γ/2)² [1 + (2(w − e)/Γ)²].

Its reciprocal is the stated Lorentzian, with centre e and half-width Γ/2. In the code, `h2` is this factorisation.

```lean
/-- For `Γ > 0`, `|g|²` is a Lorentzian in energy with centre `e`, half-width `Γ/2` and
height `(2/Γ)²`. -/
theorem norm_sq_green {Γ : ℝ} (hΓ : 0 < Γ) (e w : ℝ) :
    ‖green Γ e w‖ ^ 2 = (2 / Γ) ^ 2 * (1 + (2 / Γ * (w - e)) ^ 2)⁻¹ := by
  have hz : (w : ℂ) - e + I * Γ / 2 = ((w - e : ℝ) : ℂ) + ((Γ / 2 : ℝ) : ℂ) * I := by
    push_cast
    ring
  have h1 : Γ / 2 * (2 / Γ) = 1 := by field_simp
  have h2 : (w - e) ^ 2 + (Γ / 2) ^ 2 = (Γ / 2) ^ 2 * (1 + (2 / Γ * (w - e)) ^ 2) := by
    linear_combination (-(w - e) ^ 2 * (1 + Γ / 2 * (2 / Γ))) * h1
  rw [green, hz, Complex.sq_norm, map_div₀, map_one, Complex.normSq_add_mul_I, h2, one_div,
    mul_inv, ← inv_pow, inv_div]
```

## (c) Finite weight over all energies

Show that

∫ |g|² dw < ∞, with w running over the whole real line.

**Solution.** Substitute u = 2(w − e)/Γ in the Lorentzian, so that dw = (Γ/2) du:

∫ |g|² dw = (2/Γ) ∫ du/(1 + u²) = 2π/Γ.

The theorem records integrability only. It starts from the known integrability of 1/(1 + u²), then rescales, shifts and multiplies by a constant.

```lean
/-- For `Γ > 0`, `|g|²` is integrable over all energies. -/
theorem integrable_green {Γ : ℝ} (hΓ : 0 < Γ) (e : ℝ) :
    Integrable (fun w : ℝ => ‖green Γ e w‖ ^ 2) := by
  have hR : 2 / Γ ≠ 0 := by positivity
  have h := ((integrable_inv_one_add_sq.comp_mul_left' hR).comp_sub_right e).const_mul
    ((2 / Γ) ^ 2)
  exact h.congr (Filter.Eventually.of_forall fun w => (norm_sq_green hΓ e w).symm)
```

## (d) Solving the equation of motion

Show that a function a solves the quench problem exactly when, for all t ≥ 0,

a(t) = g₁ + (g₀ − g₁) exp(κt), where κ = i(w − e₁) − Γ/2.

**Solution.** Multiply the equation of motion by −i:

a' = κa − i.

Since κ = i(w − e₁ + iΓ/2), part (a) gives κg₁ = i, and therefore

a' = κ(a − g₁).

With the integrating factor exp(−κt),

d/dt [(a − g₁) exp(−κt)] = −κ(a − g₁) exp(−κt) + κ(a − g₁) exp(−κt) = 0.

The bracket keeps its initial value g₀ − g₁, and multiplying by exp(κt) gives the formula. Conversely, the formula equals g₀ at t = 0, and differentiating it gives a' = κ(a − g₁) = κa − i, which is the equation of motion.

In Lean, `hv'` is the rewritten equation and `hf` is the vanishing derivative. `constant_of_has_deriv_right_zero` then turns a zero right derivative into constancy. The second half of the proof is the converse, so existence is covered as well as uniqueness.

```lean
/-- For `Γ > 0`, a function solves the quench problem exactly when it equals the stationary
amplitude plus the damped transient at all times `t ≥ 0`. -/
theorem solvesQuench_iff {Γ : ℝ} (hΓ : 0 < Γ) (e₀ e₁ w : ℝ) (a : ℝ → ℂ) :
    SolvesQuench Γ e₀ e₁ w a ↔ ∀ t : ℝ, 0 ≤ t → a t = amplitude Γ e₀ e₁ w t := by
  have hg := green_resolvent hΓ e₁ w
  have hE : ∀ (c : ℂ) (s : ℝ), HasDerivAt (fun s : ℝ => Complex.exp (c * s))
      (c * Complex.exp (c * s)) s := by
    intro c s
    have h := ((hasDerivAt_id' (s : ℂ)).const_mul c).cexp.comp_ofReal
    exact h.congr_deriv (by simp [mul_comm])
  constructor
  · rintro ⟨h0, h⟩ t ht
    obtain ⟨κ, hκ⟩ : ∃ κ : ℂ, κ = I * ((w : ℂ) - e₁) - Γ / 2 := ⟨_, rfl⟩
    -- the integrating factor makes the deviation from stationarity constant
    have hf : ∀ s : ℝ, 0 ≤ s → HasDerivWithinAt
        (fun s : ℝ => (a s - green Γ e₁ w) * Complex.exp (-κ * s)) 0 (Ici 0) s := by
      intro s hs
      obtain ⟨v, hv, hI⟩ := h s hs
      have hv' : v = κ * (a s - green Γ e₁ w) := by
        rw [hκ]
        linear_combination (-I) * hI + I * hg +
          (v + Γ / 2 * a s - Γ / 2 * green Γ e₁ w) * Complex.I_sq
      have hm := (hv.sub_const (green Γ e₁ w)).mul (hE (-κ) s).hasDerivWithinAt
      exact hm.congr_deriv (show v * Complex.exp (-κ * s) +
        (a s - green Γ e₁ w) * (-κ * Complex.exp (-κ * s)) = 0 by rw [hv']; ring)
    have hc := constant_of_has_deriv_right_zero
      (fun s hs => (hf s hs.1).continuousWithinAt.mono Icc_subset_Ici_self)
      (fun s hs => (hf s hs.1).mono (Ici_subset_Ici.2 hs.1)) t (right_mem_Icc.2 ht)
    have hk : (a t - green Γ e₁ w) * Complex.exp (-κ * t) = green Γ e₀ w - green Γ e₁ w := by
      simpa [h0] using hc
    have hEE : Complex.exp (-κ * t) * Complex.exp (κ * t) = 1 := by
      rw [← Complex.exp_add, neg_mul, neg_add_cancel, Complex.exp_zero]
    rw [amplitude, ← hκ]
    linear_combination Complex.exp (κ * t) * hk - (a t - green Γ e₁ w) * hEE
  · intro h
    refine ⟨by rw [h 0 le_rfl]; simp [amplitude], fun t ht => ?_⟩
    have hd := ((hE (I * ((w : ℂ) - e₁) - Γ / 2) t).const_mul
      (green Γ e₀ w - green Γ e₁ w)).const_add (green Γ e₁ w)
    refine ⟨_, hd.hasDerivWithinAt.congr (fun s hs => h s hs) (h t ht), ?_⟩
    rw [h t ht, amplitude]
    linear_combination ((w : ℂ) - e₁) * ((green Γ e₀ w - green Γ e₁ w) *
      Complex.exp ((I * ((w : ℂ) - e₁) - Γ / 2) * t)) * Complex.I_sq + hg
```

## (e) The deviation at one energy

Show that, for t ≥ 0,

| |a(t)|² − |g₁|² | ≤ (x² + 2x) exp(−Γt/2) |g₁|².

**Solution.** Subtracting the two reciprocals gives

g₀ − g₁ = (e₀ − e₁) g₀ g₁.

The denominator of g₀ has modulus at least Γ/2, so |g₀| ≤ 2/Γ. The phase in exp(κt) has modulus 1, which leaves |exp(κt)| = q with q = exp(−Γt/2). Together,

|a − g₁| = |e₀ − e₁| |g₀| |g₁| q ≤ x q |g₁|.

Put A = |a| and G = |g₁|. The triangle inequality gives |A − G| ≤ xqG, and so A + G ≤ (2 + xq)G. Hence

|A² − G²| = |A − G| (A + G) ≤ (2xq + x²q²) G² ≤ (x² + 2x) q G²,

where the last step uses 0 ≤ q ≤ 1. In the opening example x = 1 and G = 1, so the bound is 3e^(−t), while the deviation is e^(−t) − ½e^(−2t).

The code proves the final inequality for real numbers first, as `key`. It then supplies the bound on |g₀| (`hg0`), the difference identity (`hdiff`), the modulus of the exponential (`hexp`) and the bound on the transient (`hy`).

```lean
/-- For `Γ > 0` and `t ≥ 0`, at each energy `|a|²` differs from its stationary value by at most
the fraction `(x² + 2x) exp(-Γt/2)` of that value, with `x` the scaled level shift. -/
theorem amplitude_deviation {Γ : ℝ} (hΓ : 0 < Γ) (e₀ e₁ w : ℝ) {t : ℝ} (ht : 0 ≤ t) :
    |‖amplitude Γ e₀ e₁ w t‖ ^ 2 - ‖green Γ e₁ w‖ ^ 2| ≤
      (shift Γ e₀ e₁ ^ 2 + 2 * shift Γ e₀ e₁) * Real.exp (-(Γ * t / 2)) *
        ‖green Γ e₁ w‖ ^ 2 := by
  have key (A G x q : ℝ) (hA : 0 ≤ A) (hG : 0 ≤ G) (hx : 0 ≤ x) (hq : 0 ≤ q) (hq1 : q ≤ 1)
      (h1 : A ≤ G + x * q * G) (h2 : G ≤ A + x * q * G) :
      |A ^ 2 - G ^ 2| ≤ (x ^ 2 + 2 * x) * q * G ^ 2 := by
    have hy : 0 ≤ x * q * G := by positivity
    have k1 := mul_nonneg (mul_nonneg (sq_nonneg (x * G)) hq) (sub_nonneg.2 hq1)
    have k2 := mul_nonneg (add_nonneg hG hA) (sub_nonneg.2 h2)
    have k3 := mul_nonneg hy (sub_nonneg.2 h1)
    have k4 := mul_nonneg (add_nonneg (add_nonneg hA hG) hy) (sub_nonneg.2 h1)
    rw [abs_le]
    constructor <;> nlinarith [k1, k2, k3, k4]
  have r0 := green_resolvent hΓ e₀ w
  have r1 := green_resolvent hΓ e₁ w
  -- the broadening bounds the initial amplitude
  have hg0 : ‖green Γ e₀ w‖ ≤ 2 / Γ := by
    have him : ((w : ℂ) - e₀ + I * Γ / 2).im = Γ / 2 := by simp
    have hz := Complex.abs_im_le_norm ((w : ℂ) - e₀ + I * Γ / 2)
    rw [him, abs_of_pos (by positivity)] at hz
    have hn := congrArg norm r0
    rw [norm_mul, norm_one] at hn
    rw [le_div_iff₀ hΓ]
    nlinarith [mul_le_mul_of_nonneg_right hz (norm_nonneg (green Γ e₀ w))]
  have hdiff : green Γ e₀ w - green Γ e₁ w =
      ((e₀ - e₁ : ℝ) : ℂ) * (green Γ e₀ w * green Γ e₁ w) := by
    push_cast
    linear_combination green Γ e₁ w * r0 - green Γ e₀ w * r1
  have hexp : ‖Complex.exp ((I * ((w : ℂ) - e₁) - Γ / 2) * t)‖ = Real.exp (-(Γ * t / 2)) := by
    rw [Complex.norm_exp]
    congr 1
    simp
    ring
  have hy : ‖amplitude Γ e₀ e₁ w t - green Γ e₁ w‖ ≤
      shift Γ e₀ e₁ * Real.exp (-(Γ * t / 2)) * ‖green Γ e₁ w‖ := by
    rw [amplitude, add_sub_cancel_left, norm_mul, hexp, hdiff, norm_mul, norm_mul,
      Complex.norm_real, Real.norm_eq_abs]
    calc |e₀ - e₁| * (‖green Γ e₀ w‖ * ‖green Γ e₁ w‖) * Real.exp (-(Γ * t / 2))
        ≤ |e₀ - e₁| * (2 / Γ * ‖green Γ e₁ w‖) * Real.exp (-(Γ * t / 2)) := by gcongr
      _ = _ := by rw [shift]; ring
  have hab := abs_le.1 (abs_norm_sub_norm_le (amplitude Γ e₀ e₁ w t) (green Γ e₁ w))
  have hq : Real.exp (-(Γ * t / 2)) ≤ 1 := by
    rw [Real.exp_le_one_iff]
    have : 0 ≤ Γ * t / 2 := by positivity
    linarith
  exact key _ _ _ _ (norm_nonneg _) (norm_nonneg _) (by unfold shift; positivity)
    (Real.exp_pos _).le hq (by linarith [hab.2]) (by linarith [hab.1])
```

## (f) Finite weight during the transient

Show that, at every t ≥ 0,

∫ |a(t)|² dw < ∞, again over the whole real line.

**Solution.** Part (e) gives

|a(t)|² ≤ [1 + (x² + 2x) exp(−Γt/2)] |g₁|².

The bracket doesn't depend on w, and |g₁|² is integrable by part (c). The Lean proof also checks that |a(t)|² is continuous in w, which makes it measurable, and then applies this domination.

```lean
/-- For `Γ > 0` and `t ≥ 0`, `|a|²` is integrable over all energies. -/
theorem integrable_amplitude {Γ : ℝ} (hΓ : 0 < Γ) (e₀ e₁ : ℝ) {t : ℝ} (ht : 0 ≤ t) :
    Integrable (fun w : ℝ => ‖amplitude Γ e₀ e₁ w t‖ ^ 2) := by
  have hc : ∀ e : ℝ, Continuous (fun w : ℝ => green Γ e w) := fun e =>
    continuous_const.div (by fun_prop)
      (fun w => left_ne_zero_of_mul_eq_one (green_resolvent hΓ e w))
  have hE : Continuous (fun w : ℝ => Complex.exp ((I * ((w : ℂ) - e₁) - Γ / 2) * t)) := by
    fun_prop
  have hA : Continuous (fun w : ℝ => ‖amplitude Γ e₀ e₁ w t‖ ^ 2) :=
    ((hc e₁).add (((hc e₀).sub (hc e₁)).mul hE)).norm.pow 2
  refine ((integrable_green hΓ e₁).add ((integrable_green hΓ e₁).const_mul
    ((shift Γ e₀ e₁ ^ 2 + 2 * shift Γ e₀ e₁) * Real.exp (-(Γ * t / 2))))).mono'
    hA.aestronglyMeasurable (Filter.Eventually.of_forall fun w => ?_)
  have h := (abs_le.1 (amplitude_deviation hΓ e₀ e₁ w ht)).2
  rw [Real.norm_eq_abs, abs_of_nonneg (by positivity)]
  simp only [Pi.add_apply]
  linarith
```

## (g) Relaxation of the occupation

Let n(t) be the occupation formed from the solutions a at all energies w, and let n_∞ be the one formed from g₁. Show that, for t ≥ 0 and every real μ,

|n(t) − n_∞| ≤ (x² + 2x) exp(−Γt/2) n_∞.

**Solution.** Parts (c) and (f) allow the two integrals to be subtracted under one integral sign. Moving the modulus inside and applying part (e) at each energy gives

|n(t) − n_∞| ≤ Γ/(2π) ∫_{w≤μ} | |a(t)|² − |g₁|² | dw

≤ (x² + 2x) exp(−Γt/2) · Γ/(2π) ∫_{w≤μ} |g₁|² dw.

The last factor, Γ/(2π) times the integral, is n_∞.

In the theorem, `a w t` is the amplitude at energy w and time t, and `ha` says that it solves the quench problem at every w. Part (d) replaces it by the explicit formula, and `norm_integral_le_of_norm_le` integrates the pointwise bound. The prefactor is the same for all μ and vanishes when e₀ = e₁.

For a time-dependent Green's function code run on this non-interacting, wide-band, single-level model, the inequality tells how long a propagation suffices to bring the occupation within a chosen relative distance of its stationary value.

```lean
/-- For `Γ > 0` and `t ≥ 0`, the occupation after the quench differs from the stationary
occupation `n` of the level `e₁` by at most `(x² + 2x) exp(-Γt/2) n`, with `x` the scaled
level shift. -/
theorem occupation_relaxation {Γ : ℝ} (hΓ : 0 < Γ) (e₀ e₁ μ : ℝ) (a : ℝ → ℝ → ℂ)
    (ha : ∀ w, SolvesQuench Γ e₀ e₁ w (a w)) {t : ℝ} (ht : 0 ≤ t) :
    |occupation Γ μ (fun w => a w t) - occupation Γ μ (green Γ e₁)| ≤
      (shift Γ e₀ e₁ ^ 2 + 2 * shift Γ e₀ e₁) * Real.exp (-(Γ * t / 2)) *
        occupation Γ μ (green Γ e₁) := by
  have hamp : ∀ w, a w t = amplitude Γ e₀ e₁ w t := fun w =>
    (solvesQuench_iff hΓ e₀ e₁ w (a w)).1 (ha w) t ht
  have hi := (integrable_amplitude hΓ e₀ e₁ ht).integrableOn (s := Iic μ)
  have hg := (integrable_green hΓ e₁).integrableOn (s := Iic μ)
  have hc : 0 < Γ / (2 * Real.pi) := by positivity
  simp only [occupation, hamp]
  -- integrate the bound that holds at each energy
  rw [← mul_sub, ← integral_sub hi hg, abs_mul, abs_of_pos hc]
  have hb := norm_integral_le_of_norm_le
    (f := fun w : ℝ => ‖amplitude Γ e₀ e₁ w t‖ ^ 2 - ‖green Γ e₁ w‖ ^ 2) (hg.const_mul
    ((shift Γ e₀ e₁ ^ 2 + 2 * shift Γ e₀ e₁) * Real.exp (-(Γ * t / 2))))
    (Filter.Eventually.of_forall fun w => amplitude_deviation hΓ e₀ e₁ w ht)
  rw [integral_const_mul, Real.norm_eq_abs] at hb
  refine (mul_le_mul_of_nonneg_left hb hc.le).trans (le_of_eq ?_)
  ring

end

end LevelQuench
```

```lean
#print axioms LevelQuench.occupation_relaxation
```

```
'LevelQuench.occupation_relaxation' depends on axioms: [propext, Classical.choice, Quot.sound]
```
